# For fixed Hermitian H and U ≥ 0, the penalty (U/2)Tr(n − n²) leaves the least energy of N electrons unchanged

Let H be a Hermitian d×d matrix with levels ε_0 ≤ ε_1 ≤ … ≤ ε_(d−1), counted with multiplicity. For U ≥ 0 and a natural number N ≤ d, the least value of

E(n) = Tr(Hn) + (U/2) Tr(n − n²)

over matrices n with 0 ≤ n ≤ 1 and Tr n = N is ε_0 + … + ε_(N−1), whatever the value of U.

Here n is the occupation matrix of d orthonormal spin-orbitals, and the constant U stands for the strength of a Hubbard correction that penalises eigenvalues of n strictly between 0 and 1. For DFT+U this means, in a model where H is fixed and the correction acts on the whole orbital space, that the correction does not shift the minimum energy, although it can put a barrier between two fillings when the orbitals are held fixed.

```lean
import Mathlib

open Matrix
open scoped ComplexOrder

namespace MetastableOccupations

noncomputable section

variable {d : ℕ} {H : Matrix (Fin d) (Fin d) ℂ}
```

`energy` takes real parts of the traces, which loses nothing for Hermitian H and n.

```lean
/-- The energy Tr(H n) + (U/2) Tr(n - n²) of an occupation matrix n. -/
def energy (H : Matrix (Fin d) (Fin d) ℂ) (U : ℝ) (n : Matrix (Fin d) (Fin d) ℂ) : ℝ :=
  (H * n).trace.re + U / 2 * (n - n * n).trace.re
```

`IsOccupation N n` collects the constraints on n. `PosSemidef` includes Hermiticity.

```lean
/-- Occupation matrices of N electrons: 0 ≤ n ≤ 1 and Tr n = N. -/
structure IsOccupation (N : ℕ) (n : Matrix (Fin d) (Fin d) ℂ) : Prop where
  pos : n.PosSemidef
  hole : (1 - n).PosSemidef
  count : n.trace = (N : ℂ)
```

The small examples of failure below are worked out in the text and are not among the theorems.

## Hermitian H: real levels and orthonormal orbitals

Hermiticity makes H an observable one-particle Hamiltonian. By hand, it supplies a unitary V whose columns are orbitals, with

V†V = 1,  H = V diag(ε) V†.

In Lean, `level` sorts Mathlib's eigenvalues and `orbitals` permutes the eigenvector columns in the same way. `state hH f` is V diag(f) V†, the matrix with occupation f_k in orbital k.

```lean
/-- The eigenvalues of H in increasing order, counted with multiplicity. -/
def level (hH : H.IsHermitian) (k : Fin d) : ℝ :=
  hH.eigenvalues (Tuple.sort hH.eigenvalues k)

/-- The matrix whose columns are the eigenvectors of H, ordered as the levels. -/
def orbitals (hH : H.IsHermitian) : Matrix (Fin d) (Fin d) ℂ :=
  (hH.eigenvectorUnitary : Matrix (Fin d) (Fin d) ℂ).submatrix id (Tuple.sort hH.eigenvalues)

/-- The matrix with occupation f k in the k-th orbital of H. -/
def state (hH : H.IsHermitian) (f : Fin d → ℝ) : Matrix (Fin d) (Fin d) ℂ :=
  orbitals hH * diagonal (fun k => (f k : ℂ)) * (orbitals hH)ᴴ
```

`orbitals_spec` proves the two equations above: it takes them from the spectral theorem and carries them through the permutation.

```lean
/-- The orbitals are orthonormal and diagonalise H with the ordered levels. -/
theorem orbitals_spec (hH : H.IsHermitian) :
    (orbitals hH)ᴴ * orbitals hH = 1 ∧ H = state hH (level hH) := by
  set W : Matrix (Fin d) (Fin d) ℂ := hH.eigenvectorUnitary.1 with hWdef
  have hW : star W * W = 1 := Matrix.mem_unitaryGroup_iff'.mp hH.eigenvectorUnitary.2
  have hV : (orbitals hH)ᴴ * orbitals hH = 1 := by
    have h : (orbitals hH)ᴴ * orbitals hH = (star W * W).submatrix
        (Tuple.sort hH.eigenvalues) (Tuple.sort hH.eigenvalues) := rfl
    rw [h, hW, Matrix.submatrix_one_equiv]
  have hs : H * W = W * diagonal (RCLike.ofReal ∘ hH.eigenvalues) := by
    have h := hH.spectral_theorem
    rw [Unitary.conjStarAlgAut_apply] at h
    calc H * W = (W * diagonal (RCLike.ofReal ∘ hH.eigenvalues) * star W) * W :=
          congrArg (· * W) h
      _ = _ := by rw [mul_assoc, hW, mul_one]
  have hHV : H * orbitals hH = orbitals hH * diagonal (fun k => (level hH k : ℂ)) := by
    ext i j
    have h := congrFun (congrFun hs i) (Tuple.sort hH.eigenvalues j)
    rw [Matrix.mul_diagonal] at h ⊢
    exact h
  refine ⟨hV, ?_⟩
  rw [state, ← hHV, mul_assoc, mul_eq_one_comm.mp hV, mul_one]
```

Without Hermiticity, the real part of Tr(Hn) sees only (H + H†)/2, so the levels of that matrix would decide the minimum.

## 0 ≤ n ≤ 1: the Pauli principle

No orbital, in any basis, holds less than zero or more than one electron. The derivation uses this twice. First, it makes the penalty matrix positive semidefinite, because

n − n² = n(1 − n)n + (1 − n)n(1 − n).

Expanding the right side gives (n² − n³) + (n − 2n² + n³), which is the left side. Second, it bounds the orbital occupations p_k = (V†nV)_kk by 0 ≤ p_k ≤ 1.

Both uses rest on one Mathlib lemma, `conjTranspose_mul_mul_same`: if A is positive semidefinite, so is B†AB for every B. The reason is that x†B†ABx = (Bx)†A(Bx). With A = 1 − n, B = n and then A = n, B = 1 − n, it gives the two terms of the identity, once Hermiticity has replaced B† by B. With B = V and A = n or 1 − n, it gives matrices whose diagonal entries are p_k and 1 − p_k. The penalty therefore needs no diagonalisation of n, and n need not commute with H.

```lean
/-- The penalty matrix n - n² of an occupation matrix n is positive semidefinite. -/
theorem penalty_posSemidef {N : ℕ} {n : Matrix (Fin d) (Fin d) ℂ} (hn : IsOccupation N n) :
    (n - n * n).PosSemidef := by
  have h1 := hn.hole.conjTranspose_mul_mul_same n
  have h2 := hn.pos.conjTranspose_mul_mul_same (1 - n)
  rw [hn.pos.isHermitian.eq] at h1
  rw [hn.hole.isHermitian.eq] at h2
  have h : n - n * n = n * (1 - n) * n + (1 - n) * n * (1 - n) := by noncomm_ring
  rw [h]
  exact h1.add h2
```

Without the upper bound, H = diag(0, 1) and N = 2 admit n = diag(2, 0), with energy −U instead of 1. Without the lower bound, N = 0 admits n = diag(1, −1), with energy −1 − U instead of 0.

## Tr n = N: a fixed number of electrons

The trace condition gives Σ p_k = Tr(V†nV) = N, and cyclicity of the trace gives Tr(Hn) = Σ ε_k p_k. Choose a threshold energy μ with ε_k ≤ μ for k < N and μ ≤ ε_k for k ≥ N. Then

for k < N: (μ − ε_k)(1 − p_k) ≥ 0, so ε_k p_k ≥ ε_k + μ(p_k − 1);

for k ≥ N: (ε_k − μ)p_k ≥ 0, so ε_k p_k ≥ μ p_k.

Summing over all k,

Tr(Hn) ≥ Σ_(k<N) ε_k + μ(Σ p_k − N) = Σ_(k<N) ε_k.

The last step needs exactly N indices below N, which `sum_filling` establishes from N ≤ d.

```lean
lemma sum_filling {N : ℕ} (hN : N ≤ d) :
    ∑ k : Fin d, (if k.val < N then (1 : ℝ) else 0) = N := by
  rw [Fin.sum_univ_eq_sum_range (fun k => if k < N then (1 : ℝ) else 0) d,
    ← Finset.sum_filter]
  have h : (Finset.range d).filter (fun k => k < N) = Finset.range N := by
    ext k
    simp only [Finset.mem_filter, Finset.mem_range]
    omega
  rw [h]
  simp
```

Without the trace condition, the minimum would come from filling every negative level and no positive one.

## U ≥ 0: fractional occupation is never rewarded

Since n − n² is positive semidefinite, its trace is nonnegative, and U ≥ 0 makes the added term nonnegative too. Hence E(n) ≥ Tr(Hn) ≥ Σ_(k<N) ε_k.

`energy_lower_bound` follows these steps. `hp0`, `hp1` and `hps` are the facts about p, and `hE` is the weighted sum. The threshold μ is ε_N when N < d; when N = d, the sum of all |ε_k| serves. The two `nlinarith` calls receive the two products above, and `hU` enters only at the end, with the penalty.

```lean
/-- For U ≥ 0 no occupation matrix of N electrons has an energy below the sum of the N lowest
levels. -/
theorem energy_lower_bound (hH : H.IsHermitian) {U : ℝ} (hU : 0 ≤ U) {N : ℕ} (hN : N ≤ d)
    {n : Matrix (Fin d) (Fin d) ℂ} (hn : IsOccupation N n) :
    ∑ k : Fin d with k.val < N, level hH k ≤ energy H U n := by
  obtain ⟨hV, hD⟩ := orbitals_spec hH
  set V := orbitals hH with hVdef
  have hmono : Monotone (level hH) := Tuple.monotone_sort hH.eigenvalues
  -- the occupations of the orbitals lie between 0 and 1 and add up to N
  let p : Fin d → ℝ := fun k => ((Vᴴ * n * V) k k).re
  have hp0 : ∀ k, 0 ≤ p k := fun k =>
    (Complex.le_def.mp ((hn.pos.conjTranspose_mul_mul_same V).diag_nonneg (i := k))).1
  have hp1 : ∀ k, p k ≤ 1 := by
    intro k
    have h := (Complex.le_def.mp
      ((hn.hole.conjTranspose_mul_mul_same V).diag_nonneg (i := k))).1
    have e : Vᴴ * (1 - n) * V = 1 - Vᴴ * n * V := by
      rw [mul_sub, sub_mul, mul_one, hV]
    rw [e, Matrix.sub_apply, Matrix.one_apply_eq, Complex.sub_re, Complex.one_re,
      Complex.zero_re] at h
    change ((Vᴴ * n * V) k k).re ≤ 1
    linarith
  have hps : ∑ k, p k = N := by
    have h : (Vᴴ * n * V).trace = (N : ℂ) := by
      rw [Matrix.trace_mul_comm, ← mul_assoc, mul_eq_one_comm.mp hV, one_mul, hn.count]
    have h' := congrArg Complex.re h
    simpa only [Matrix.trace, Matrix.diag_apply, Complex.re_sum, Complex.natCast_re] using h'
  have hE : (H * n).trace.re = ∑ k, level hH k * p k := by
    have h : (H * n).trace =
        (diagonal (fun k => (level hH k : ℂ)) * (Vᴴ * n * V)).trace := by
      conv_lhs => rw [hD]
      rw [state, ← hVdef, mul_assoc, mul_assoc, Matrix.trace_mul_comm]
      simp only [mul_assoc]
    rw [h]
    simp only [Matrix.trace, Matrix.diag_apply, Complex.re_sum, Matrix.diagonal_mul,
      Complex.re_ofReal_mul, p]
  -- a threshold energy separates the N lowest levels from the others
  obtain ⟨μ, hlo, hhi⟩ : ∃ μ : ℝ, (∀ k : Fin d, k.val < N → level hH k ≤ μ) ∧
      (∀ k : Fin d, ¬ k.val < N → μ ≤ level hH k) := by
    by_cases h : N < d
    · exact ⟨level hH ⟨N, h⟩, fun k hk => hmono (Fin.le_def.mpr hk.le),
        fun k hk => hmono (Fin.le_def.mpr (not_lt.mp hk))⟩
    · refine ⟨∑ k, |level hH k|, fun k _ => (le_abs_self _).trans ?_, fun k hk => ?_⟩
      · exact Finset.single_le_sum (f := fun k => |level hH k|)
          (fun i _ => abs_nonneg _) (Finset.mem_univ k)
      · exact absurd k.isLt (by omega)
  have key : ∑ k : Fin d, ((if k.val < N then level hH k else 0) +
      μ * (p k - if k.val < N then 1 else 0)) ≤ ∑ k, level hH k * p k := by
    refine Finset.sum_le_sum fun k _ => ?_
    by_cases hk : k.val < N
    · simp only [hk, if_true]
      nlinarith [mul_nonneg (sub_nonneg.mpr (hlo k hk)) (sub_nonneg.mpr (hp1 k))]
    · simp only [hk, if_false]
      nlinarith [mul_nonneg (sub_nonneg.mpr (hhi k hk)) (hp0 k)]
  rw [Finset.sum_add_distrib, ← Finset.mul_sum, Finset.sum_sub_distrib, hps,
    sum_filling hN, sub_self, mul_zero, add_zero, ← Finset.sum_filter] at key
  have hpen : 0 ≤ (n - n * n).trace.re :=
    (Complex.le_def.mp (penalty_posSemidef hn).trace_nonneg).1
  rw [energy, hE]
  have := mul_nonneg (div_nonneg hU zero_le_two) hpen
  linarith
```

For U < 0 the bound fails: with H = 0, d = 2 and N = 1, the matrix n = ½·1 has energy U/4 < 0.

## Natural N ≤ d: room for whole electrons

The bound is attained by filling the N lowest orbitals. For any real occupations f_k, the matrix n = V diag(f) V† satisfies n² = V diag(f²) V†, so

E(n) = Σ [ε_k f_k + (U/2) f_k(1 − f_k)].

This is `energy_state`. Its proof shows that such matrices multiply by multiplying their occupations, and then takes traces.

```lean
/-- Occupations f k of the orbitals of H give the energy ∑ (ε f + (U/2) f (1 - f)). -/
theorem energy_state (hH : H.IsHermitian) (U : ℝ) (f : Fin d → ℝ) :
    energy H U (state hH f) = ∑ k, (level hH k * f k + U / 2 * (f k * (1 - f k))) := by
  obtain ⟨hV, hD⟩ := orbitals_spec hH
  have hmul : ∀ g : Fin d → ℝ, state hH g * state hH f = state hH (fun k => g k * f k) := by
    intro g
    have h : state hH g * state hH f = orbitals hH * diagonal (fun k => (g k : ℂ)) *
        ((orbitals hH)ᴴ * orbitals hH) * diagonal (fun k => (f k : ℂ)) * (orbitals hH)ᴴ := by
      simp only [state, mul_assoc]
    rw [h, hV, mul_one, mul_assoc (orbitals hH), Matrix.diagonal_mul_diagonal]
    simp only [state, Complex.ofReal_mul]
  have htr : ∀ g : Fin d → ℝ, (state hH g).trace.re = ∑ k, g k := by
    intro g
    rw [state, Matrix.trace_mul_comm, ← mul_assoc, hV, one_mul, Matrix.trace_diagonal,
      Complex.re_sum]
    simp only [Complex.ofReal_re]
  have hHf : H * state hH f = state hH (fun k => level hH k * f k) :=
    (congrArg (· * state hH f) hD).trans (hmul _)
  rw [energy, hHf, hmul, Matrix.trace_sub, Complex.sub_re, htr, htr, htr,
    ← Finset.sum_sub_distrib, Finset.mul_sum, ← Finset.sum_add_distrib]
  exact Finset.sum_congr rfl fun k _ => by ring
```

With f_k = 1 for k < N and 0 otherwise, every penalty term vanishes and the energy is Σ_(k<N) ε_k. `isLeast_energy` says that this number belongs to the set of energies of occupation matrices and that no member of the set is smaller. The first bullets of the proof check n ≥ 0, 1 − n ≥ 0 and the trace; the last two compute the energy and cite the lower bound.

```lean
/-- For every U ≥ 0 the least energy of N electrons is the sum of the N lowest levels of H. -/
theorem isLeast_energy (hH : H.IsHermitian) {U : ℝ} (hU : 0 ≤ U) {N : ℕ} (hN : N ≤ d) :
    IsLeast (energy H U '' {n | IsOccupation N n})
      (∑ k : Fin d with k.val < N, level hH k) := by
  obtain ⟨hV, -⟩ := orbitals_spec hH
  -- fill the N lowest orbitals
  let g : Fin d → ℝ := fun k => if k.val < N then 1 else 0
  have hpsd : ∀ f : Fin d → ℝ, (∀ k, 0 ≤ f k) → (state hH f).PosSemidef := fun f hf =>
    (Matrix.PosSemidef.diagonal (fun k => Complex.zero_le_real.mpr (hf k))
      ).mul_mul_conjTranspose_same (orbitals hH)
  refine ⟨⟨state hH g, ⟨hpsd g fun k => ?_, ?_, ?_⟩, ?_⟩, ?_⟩
  · dsimp only [g]
    split_ifs <;> norm_num
  · have h : 1 - state hH g = state hH (fun k => 1 - g k) := by
      have e : diagonal (fun k => ((1 - g k : ℝ) : ℂ)) =
          1 - diagonal (fun k => (g k : ℂ)) := by
        rw [← Matrix.diagonal_one, Matrix.diagonal_sub]
        simp only [Complex.ofReal_sub, Complex.ofReal_one]
      rw [state, state, e, mul_sub, sub_mul, mul_one, mul_eq_one_comm.mp hV]
    rw [h]
    refine hpsd _ fun k => ?_
    dsimp only [g]
    split_ifs <;> norm_num
  · rw [state, Matrix.trace_mul_comm, ← mul_assoc, hV, one_mul, Matrix.trace_diagonal,
      ← Complex.ofReal_sum, sum_filling hN, Complex.ofReal_natCast]
  · rw [energy_state, Finset.sum_filter]
    refine Finset.sum_congr rfl fun k _ => ?_
    dsimp only [g]
    split_ifs <;> ring
  · rintro _ ⟨n, hn, rfl⟩
    exact energy_lower_bound hH hU hN hn
```

For N > d no admissible n exists, since Tr n ≤ d. For a fractional electron number the independence of U is lost: with d = 1 and n = x, the only energy is ε_0 x + (U/2)x(1 − x).

## U > 0: minimisers are idempotent

A strictly positive U gives any eigenvalue of n strictly between 0 and 1 a strictly positive penalty. A diagonal entry of n may be fractional without one: the 2×2 matrix with all entries ½ is a projector. If n attains the minimum, then

Σ_(k<N) ε_k = Tr(Hn) + (U/2)Tr(n − n²),  Tr(Hn) ≥ Σ_(k<N) ε_k,

so Tr(n − n²) = 0. A positive semidefinite matrix with zero trace is zero, hence n² = n. The proof obtains the second relation by using `energy_lower_bound` at U = 0.

```lean
/-- For U > 0 every occupation matrix of least energy is idempotent. -/
theorem minimiser_idempotent (hH : H.IsHermitian) {U : ℝ} (hU : 0 < U) {N : ℕ} (hN : N ≤ d)
    {n : Matrix (Fin d) (Fin d) ℂ} (hn : IsOccupation N n)
    (hmin : energy H U n = ∑ k : Fin d with k.val < N, level hH k) : n * n = n := by
  have h0 := energy_lower_bound hH le_rfl hN hn
  have hpen := Complex.le_def.mp (penalty_posSemidef hn).trace_nonneg
  rw [← hmin, energy, energy] at h0
  have hre : (n - n * n).trace.re = 0 := by
    have h1 : 0 ≤ (n - n * n).trace.re := hpen.1
    nlinarith [mul_nonneg hU.le h1]
  have htr : (n - n * n).trace = 0 := Complex.ext hre hpen.2.symm
  exact (sub_eq_zero.mp ((penalty_posSemidef hn).trace_eq_zero_iff.mp htr)).symm
```

At U = 0 this can fail: for H = 0, d = 2 and N = 1, the matrix ½·1 is a minimiser but not idempotent.

## Filled i, empty a and a gap below U(1 − t): the barrier

Let f_i = 1 and f_a = 0, and move a fraction t from i to a, keeping the orbitals fixed. The levels contribute t(ε_a − ε_i). Each of the two orbitals acquires a penalty (U/2)t(1 − t), so

ΔE = t(ε_a − ε_i) + U t(1 − t).

`energy_transfer` writes the new occupations with `Function.update` and checks the cases k = a, k = i and all others. Without f_i = 1 and f_a = 0, the same replacement would in general change the electron number.

```lean
/-- Moving a fraction t of an electron from a filled orbital i to an empty orbital a
changes the energy by t (ε_a - ε_i) + U t (1 - t). -/
theorem energy_transfer (hH : H.IsHermitian) (U t : ℝ) (f : Fin d → ℝ) {i a : Fin d}
    (hi : f i = 1) (ha : f a = 0) :
    energy H U (state hH (Function.update (Function.update f i (1 - t)) a t)) =
      energy H U (state hH f) + (t * (level hH a - level hH i) + U * (t * (1 - t))) := by
  have hia : i ≠ a := by
    rintro rfl
    linarith
  rw [energy_state, energy_state]
  -- only the two orbitals involved contribute to the change
  have h : ∀ k, level hH k * Function.update (Function.update f i (1 - t)) a t k +
      U / 2 * (Function.update (Function.update f i (1 - t)) a t k *
        (1 - Function.update (Function.update f i (1 - t)) a t k)) =
      (level hH k * f k + U / 2 * (f k * (1 - f k))) +
      ((if k = a then t * level hH a + U / 2 * (t * (1 - t)) else 0) +
       (if k = i then -(t * level hH i) + U / 2 * (t * (1 - t)) else 0)) := by
    intro k
    by_cases hka : k = a
    · subst hka
      rw [Function.update_self, if_pos rfl, if_neg hia.symm, ha]
      ring
    · rw [Function.update_of_ne hka, if_neg hka]
      by_cases hki : k = i
      · subst hki
        rw [Function.update_self, if_pos rfl, hi]
        ring
      · rw [Function.update_of_ne hki, if_neg hki]
        ring
  rw [Finset.sum_congr rfl fun k _ => h k, Finset.sum_add_distrib, Finset.sum_add_distrib,
    Finset.sum_add_distrib, Finset.sum_ite_eq', Finset.sum_ite_eq', if_pos (Finset.mem_univ _),
    if_pos (Finset.mem_univ _)]
  ring
```

Factoring out t gives ΔE = t[U(1 − t) − (ε_i − ε_a)], which is positive when t > 0 and ε_i − ε_a < U(1 − t). `transfer_barrier` gives `nlinarith` this product. At t = 0 nothing changes, and for t > 0 with a larger gap the energy does not rise.

```lean
/-- Moving a fraction t > 0 of an electron from a filled orbital i to an empty orbital a
raises the energy whenever ε_i - ε_a < U (1 - t). -/
theorem transfer_barrier (hH : H.IsHermitian) {U t : ℝ} (f : Fin d → ℝ) {i a : Fin d}
    (hi : f i = 1) (ha : f a = 0) (ht : 0 < t)
    (hgap : level hH i - level hH a < U * (1 - t)) :
    energy H U (state hH f) <
      energy H U (state hH (Function.update (Function.update f i (1 - t)) a t)) := by
  rw [energy_transfer hH U t f hi ha]
  nlinarith [mul_pos ht (sub_pos.mpr hgap)]

end

end MetastableOccupations
```

If 0 < ε_i − ε_a < U, a small transfer raises the energy although the complete one, t = 1, lowers it. An occupation-only search at fixed orbitals can therefore stall in the higher filling. The barrier belongs to this path: rotating orbital i continuously into a leaves the eigenvalues of n, and so the penalty, unchanged and lowers the energy all the way.

```lean
#print axioms MetastableOccupations.isLeast_energy
#print axioms MetastableOccupations.minimiser_idempotent
#print axioms MetastableOccupations.transfer_barrier
```

```
'MetastableOccupations.isLeast_energy' depends on axioms: [propext, Classical.choice, Quot.sound]
'MetastableOccupations.minimiser_idempotent' depends on axioms: [propext, Classical.choice, Quot.sound]
'MetastableOccupations.transfer_barrier' depends on axioms: [propext, Classical.choice, Quot.sound]
```
